# N charges on a half-axis can give the axial potential z^k, k < N, with an error of order exactly z^N

Point charges q_i at N distinct distances R_i > 0 on the positive z-axis can be chosen, in exactly one way, to satisfy

∑_i q_i/R_i^(l+1) = δ(l,k) for l = 0, …, N−1,

for any given k < N. For |z| < min R_i their potential on the axis, in Gaussian units, is then

Φ(z) = z^k + z^N ∑_i q_i/(R_i^N (R_i − z)),

and the error term is of order exactly N at the origin. In electronic-structure work, such charges can apply a nearly uniform field (k = 1) or field gradient (k = 2) to a molecule at the origin that is small compared with the distances R_i; the result describes only the bare axial potential of fixed charges. Since a molecule also extends off the axis, one needs the off-axis potential too, where z^l becomes r^l P_l(cos θ), with P_l the Legendre polynomials; that step is textbook electrostatics and is not proved here.

```lean
import Mathlib

open Polynomial Matrix Filter Topology

namespace AxialMultipoleDesign

noncomputable section

/-- Electrostatic potential (Gaussian units) at height `z` on the axis, due to point charges `q i`
on the same axis at heights `R i`; its domain is `z ≠ R i` for all `i`. -/
def axialPotential {N : ℕ} (q R : Fin N → ℝ) (z : ℝ) : ℝ := ∑ i, q i / |R i - z|
```

`Fin N → ℝ` is a list of N real numbers, with i = 0, …, N−1. The definition is Coulomb's law in Gaussian units, Φ(z) = ∑_i q_i/|R_i − z|.

```lean
/-- Interior multipole moment of order `l` of charges `q i` at distances `R i` from the origin; it
has this meaning for charges on the positive half-axis, `R i > 0` for all `i`. -/
def innerMoment {N : ℕ} (q R : Fin N → ℝ) (l : ℕ) : ℝ := ∑ i, q i / R i ^ (l + 1)
```

This is M_l = ∑_i q_i/R_i^(l+1), which for R_i > 0 is the coefficient of z^l in the potential near the origin. (A charge at a negative height would enter that coefficient with the opposite sign.) It differs from the usual multipole moment ∑_i q_i R_i^l, which describes the far field.

```lean
/-- At each order below `N`, the interior moment of the `N` charges is one if that order is `k` and
zero otherwise. -/
def IsPure {N : ℕ} (q R : Fin N → ℝ) (k : ℕ) : Prop :=
  ∀ l : Fin N, innerMoment q R l = if (l : ℕ) = k then 1 else 0
```

"Pure" means M_l = δ(l,k) for l < N only; higher moments are left free. The value one is a normalisation: multiplying all charges by a factor multiplies the potential by the same factor.

```lean
/-- For `N` distinct nonzero `R i`, any prescribed values of the sums `innerMoment q R l`, `l < N`,
are produced by exactly one set of charges. -/
theorem existsUnique_charges {N : ℕ} {R : Fin N → ℝ} (hinj : Function.Injective R)
    (hR : ∀ i, R i ≠ 0) (c : Fin N → ℝ) :
    ∃! q : Fin N → ℝ, ∀ l : Fin N, innerMoment q R l = c l := by
  obtain ⟨V, hVdef⟩ : ∃ V, V = Matrix.vandermonde (fun i => (R i)⁻¹) := ⟨_, rfl⟩
  have hV : IsUnit V.det := by
    rw [hVdef]
    exact isUnit_iff_ne_zero.mpr
      (Matrix.det_vandermonde_ne_zero_iff.mpr fun i j h => hinj (inv_injective h))
  -- the moments are a Vandermonde transform of the weights `q i / R i`
  have hmom : ∀ (q : Fin N → ℝ) (l : Fin N),
      innerMoment q R l = ((fun i => q i / R i) ᵥ* V) l := by
    intro q l
    simp only [hVdef, innerMoment, Matrix.vecMul, dotProduct, Matrix.vandermonde_apply]
    refine Finset.sum_congr rfl fun i _ => ?_
    rw [pow_succ, div_eq_mul_inv, mul_inv, inv_pow]
    ring
  refine ⟨fun i => (c ᵥ* V⁻¹) i * R i, fun l => ?_, fun q hq => ?_⟩
  · have key : (fun i => (c ᵥ* V⁻¹) i * R i / R i) = c ᵥ* V⁻¹ :=
      funext fun i => mul_div_cancel_right₀ _ (hR i)
    rw [hmom]
    change ((fun i => (c ᵥ* V⁻¹) i * R i / R i) ᵥ* V) l = c l
    rw [key, Matrix.vecMul_vecMul, Matrix.nonsing_inv_mul V hV, Matrix.vecMul_one]
  · have h : (fun i => q i / R i) ᵥ* V = c := funext fun l => (hmom q l).symm.trans (hq l)
    have h2 : (fun i => q i / R i) = c ᵥ* V⁻¹ := by
      rw [← h, Matrix.vecMul_vecMul, Matrix.mul_nonsing_inv V hV, Matrix.vecMul_one]
    funext i
    have hi := hR i
    change q i = (c ᵥ* V⁻¹) i * R i
    rw [← h2]
    field_simp
```

`∃!` reads "there is exactly one". Put w_i = q_i/R_i and x_i = 1/R_i. Then

M_l = ∑_i w_i x_i^l,

a linear system with the Vandermonde matrix V_il = x_i^l. Its determinant ∏_(i<j) (x_j − x_i) is nonzero because the R_i are distinct. Hence prescribed moments M_l = c_l give w = c V⁻¹ and q_i = w_i R_i. In Lean, `hmom` rewrites the moments in this form, and the two final bullets prove existence and uniqueness.

If two distances may coincide, existence can fail: for N = 2 and R_0 = R_1 = R, M_1 = M_0/R, so M_0 = 0 and M_1 = 1 are incompatible.

```lean
/-- Axial multipole expansion with exact remainder, for charges on the positive half-axis: closer to
the origin than every charge, the potential is the sum of its first `L` multipole terms plus an
explicit term with factor `z ^ L`. -/
theorem axialPotential_expansion {N : ℕ} (q R : Fin N → ℝ) (L : ℕ) {z : ℝ}
    (hz : ∀ i, |z| < R i) :
    axialPotential q R z = ∑ l ∈ Finset.range L, innerMoment q R l * z ^ l
      + z ^ L * ∑ i, q i / (R i ^ L * (R i - z)) := by
  have h : ∀ i, q i / |R i - z| = ∑ l ∈ Finset.range L, q i / R i ^ (l + 1) * z ^ l
      + z ^ L * (q i / (R i ^ L * (R i - z))) := by
    intro i
    have hr : R i ≠ 0 := ((abs_nonneg z).trans_lt (hz i)).ne'
    have hpos : 0 < R i - z := sub_pos.mpr ((le_abs_self z).trans_lt (hz i))
    have hrz : R i - z ≠ 0 := hpos.ne'
    rw [abs_of_pos hpos]
    -- finite geometric series for a single charge
    induction L with
    | zero => simp
    | succ n ih =>
      have step : z ^ n * (q i / (R i ^ n * (R i - z))) = q i / R i ^ (n + 1) * z ^ n
          + z ^ (n + 1) * (q i / (R i ^ (n + 1) * (R i - z))) := by
        field_simp
        ring
      rw [ih, Finset.sum_range_succ, step, add_assoc]
  rw [axialPotential, Finset.sum_congr rfl fun i _ => h i, Finset.sum_add_distrib,
    Finset.sum_comm, Finset.mul_sum]
  simp only [innerMoment, Finset.sum_mul]
```

Since |z| < R_i, the distance |R_i − z| equals R_i − z. For one charge at R,

1/(R^n (R − z)) = 1/R^(n+1) + z/(R^(n+1) (R − z)).

Multiply by q z^n and apply this for n = 0, …, L−1: the result is L multipole terms and an exact remainder. Summing over charges gives the theorem. The identity is `step`, and its repetition is the induction on `L`.

```lean
/-- The coefficients of a finite product of factors `X - x i`, with all `x i` positive, alternate
strictly in sign, and the leading one is positive. -/
theorem coeff_sign {ι : Type*} [DecidableEq ι] (x : ι → ℝ) (hx : ∀ i, 0 < x i) (s : Finset ι) :
    ∀ k ≤ s.card, 0 < (-1 : ℝ) ^ (s.card + k) * (∏ i ∈ s, (X - C (x i))).coeff k := by
  induction s using Finset.induction_on with
  | empty =>
    intro k hk
    have hk0 : k = 0 := by simpa using hk
    subst hk0
    simp
  | insert a s ha ih =>
    intro k hk
    rw [Finset.card_insert_of_notMem ha] at hk ⊢
    rw [Finset.prod_insert ha, sub_mul]
    cases k with
    | zero =>
      rw [coeff_sub, coeff_C_mul, coeff_X_mul_zero]
      calc 0 < x a * _ := mul_pos (hx a) (ih 0 (Nat.zero_le _))
        _ = _ := by ring
    | succ k =>
      rw [coeff_sub, coeff_C_mul, coeff_X_mul]
      have h2 : 0 ≤ x a * ((-1 : ℝ) ^ (s.card + (k + 1))
          * (∏ i ∈ s, (X - C (x i))).coeff (k + 1)) := by
        by_cases hc : k + 1 ≤ s.card
        · exact (mul_pos (hx a) (ih _ hc)).le
        · have hdeg : (∏ i ∈ s, (X - C (x i))).natDegree = s.card := by
            rw [natDegree_prod_of_monic _ _ fun i _ => monic_X_sub_C _]
            simp
          rw [coeff_eq_zero_of_natDegree_lt (by rw [hdeg]; omega), mul_zero, mul_zero]
      calc 0 < _ + _ := add_pos_of_pos_of_nonneg (ih k (by omega)) h2
        _ = _ := by ring
```

Let ∏(X − x_i), with n factors and all x_i > 0, have coefficients a_k. The claim is (−1)^(n+k) a_k > 0 for 0 ≤ k ≤ n. The empty product is 1. A further factor X − x gives

a′_0 = −x a_0,  a′_(k+1) = a_k − x a_(k+1).

By the induction hypothesis, the two terms in the second formula never have opposite signs, and a_k is nonzero. The case split `hc` handles the top coefficient, where a_(k+1) = 0.

```lean
/-- For pure charges of order `k < N` at positive distances, the first uncontrolled moment, that
of order `N`, is nonzero and has the sign of `(-1) ^ (N + k + 1)`. -/
theorem leading_moment_sign {N k : ℕ} {q R : Fin N → ℝ} (hR : ∀ i, 0 < R i) (hk : k < N)
    (hq : IsPure q R k) : 0 < (-1 : ℝ) ^ (N + k + 1) * innerMoment q R N := by
  have hm : ∀ l < N, innerMoment q R l = if l = k then 1 else 0 := fun l hl => hq ⟨l, hl⟩
  have hsign := coeff_sign (fun i => (R i)⁻¹) (fun i => inv_pos.mpr (hR i)) Finset.univ k
    (by simpa using hk.le)
  obtain ⟨P, hP⟩ : ∃ P : ℝ[X], P = ∏ i, (X - C (R i)⁻¹) := ⟨_, rfl⟩
  rw [← hP, Finset.card_univ, Fintype.card_fin] at hsign
  have hdeg : P.natDegree = N := by
    rw [hP, natDegree_prod_of_monic _ _ fun i _ => monic_X_sub_C _]
    simp
  have hlead : P.coeff N = 1 := by
    have hmonic : P.Monic := by
      rw [hP]
      exact monic_prod_of_monic _ _ fun i _ => monic_X_sub_C _
    have h := hmonic.coeff_natDegree
    rwa [hdeg] at h
  have hroot : ∀ i, ∑ l ∈ Finset.range (N + 1), P.coeff l * (R i)⁻¹ ^ l = 0 := by
    intro i
    have h := eval_eq_sum_range (p := P) (R i)⁻¹
    rw [hdeg] at h
    rw [← h, hP, eval_prod]
    exact Finset.prod_eq_zero (Finset.mem_univ i) (by simp)
  -- weighting the vanishing values of `P` by `q i / R i` relates the moments
  have hsum : ∑ l ∈ Finset.range (N + 1), P.coeff l * innerMoment q R l = 0 := by
    calc _ = ∑ i, q i / R i * ∑ l ∈ Finset.range (N + 1), P.coeff l * (R i)⁻¹ ^ l := by
          simp only [innerMoment, Finset.mul_sum]
          rw [Finset.sum_comm]
          refine Finset.sum_congr rfl fun i _ => Finset.sum_congr rfl fun l _ => ?_
          rw [pow_succ, div_eq_mul_inv, mul_inv, inv_pow]
          ring
      _ = 0 := by simp only [hroot, mul_zero, Finset.sum_const_zero]
  have hlow : ∑ l ∈ Finset.range N, P.coeff l * innerMoment q R l = P.coeff k := by
    rw [Finset.sum_eq_single_of_mem k (Finset.mem_range.mpr hk) fun l hl hne => by
      rw [hm l (Finset.mem_range.mp hl), if_neg hne, mul_zero], hm k hk, if_pos rfl, mul_one]
  rw [Finset.sum_range_succ, hlow, hlead, one_mul] at hsum
  rw [eq_neg_of_add_eq_zero_right hsum]
  calc 0 < _ := hsign
    _ = _ := by ring
```

Let P(X) = ∏_i (X − 1/R_i) = ∑_l p_l X^l, so p_N = 1. Since P vanishes at every 1/R_i,

0 = ∑_i (q_i/R_i) P(1/R_i) = ∑_(l≤N) p_l M_l = p_k + M_N.

Thus M_N = −p_k, and the previous theorem gives its sign, (−1)^(N+k+1). The equalities are `hroot`, `hsum` and `hlow`.

```lean
/-- Closer to the origin than every charge, pure charges of order `k < N` at positive distances give
the potential `z ^ k` plus an explicit remainder with factor `z ^ N`. -/
theorem axialPotential_of_isPure {N k : ℕ} {q R : Fin N → ℝ} (hk : k < N) (hq : IsPure q R k)
    {z : ℝ} (hz : ∀ i, |z| < R i) :
    axialPotential q R z = z ^ k + z ^ N * ∑ i, q i / (R i ^ N * (R i - z)) := by
  have hm : ∀ l < N, innerMoment q R l = if l = k then 1 else 0 := fun l hl => hq ⟨l, hl⟩
  rw [axialPotential_expansion q R N hz,
    Finset.sum_eq_single_of_mem k (Finset.mem_range.mpr hk) fun l hl hne => by
      rw [hm l (Finset.mem_range.mp hl), if_neg hne, zero_mul], hm k hk, if_pos rfl, one_mul]
```

Set L = N in the expansion. Only the term l = k survives.

```lean
/-- For pure charges of order `k < N` at positive distances, the deviation of the potential from
`z ^ k`, divided by `z ^ N`, tends to the moment of order `N` at the origin. -/
theorem contamination_tendsto {N k : ℕ} {q R : Fin N → ℝ} (hR : ∀ i, 0 < R i) (hk : k < N)
    (hq : IsPure q R k) :
    Tendsto (fun z => (axialPotential q R z - z ^ k) / z ^ N) (𝓝[≠] 0)
      (𝓝 (innerMoment q R N)) := by
  have hg : Tendsto (fun z : ℝ => ∑ i, q i / (R i ^ N * (R i - z))) (𝓝 0)
      (𝓝 (innerMoment q R N)) := by
    unfold innerMoment
    refine tendsto_finsetSum _ fun i _ => ?_
    have hcont : Continuous fun z : ℝ => R i ^ N * (R i - z) := by fun_prop
    have h : Tendsto (fun z : ℝ => R i ^ N * (R i - z)) (𝓝 0) (𝓝 (R i ^ (N + 1))) := by
      simpa [pow_succ] using hcont.tendsto 0
    exact tendsto_const_nhds.div h (pow_ne_zero _ (hR i).ne')
  have hev : ∀ᶠ z : ℝ in 𝓝 0, ∀ i, |z| < R i := eventually_all.mpr fun i =>
    (continuous_abs.tendsto (0 : ℝ)).eventually_lt_const (by simpa using hR i)
  refine (hg.mono_left nhdsWithin_le_nhds).congr' ?_
  filter_upwards [nhdsWithin_le_nhds hev, self_mem_nhdsWithin] with z hz hz0
  have hz1 : z ≠ 0 := hz0
  rw [axialPotential_of_isPure hk hq hz, add_sub_cancel_left,
    mul_div_cancel_left₀ _ (pow_ne_zero N hz1)]
```

For z ≠ 0 near the origin, dividing the error by z^N leaves

∑_i q_i/(R_i^N (R_i − z)) → ∑_i q_i/R_i^(N+1) = M_N.

`𝓝[≠] 0` means z → 0 with z ≠ 0. `hg` is the limit, and `hev` says that z eventually lies inside all charges.

```lean
/-- For `N` distinct positive distances and `k < N` there is exactly one pure charge set of order
`k`. Inside all charges its axial potential is `z ^ k` plus an explicit remainder, whose leading
term at the origin is of order exactly `N`. -/
theorem pure_multipole_design {N k : ℕ} {R : Fin N → ℝ} (hinj : Function.Injective R)
    (hR : ∀ i, 0 < R i) (hk : k < N) :
    (∃! q, IsPure q R k) ∧ ∀ q, IsPure q R k →
      (∀ z, (∀ i, |z| < R i) →
        axialPotential q R z = z ^ k + z ^ N * ∑ i, q i / (R i ^ N * (R i - z))) ∧
      ∃ c ≠ 0, Tendsto (fun z => (axialPotential q R z - z ^ k) / z ^ N) (𝓝[≠] 0) (𝓝 c) := by
  refine ⟨existsUnique_charges hinj (fun i => (hR i).ne') _, fun q hq =>
    ⟨fun z hz => axialPotential_of_isPure hk hq hz, innerMoment q R N, fun h0 => ?_,
      contamination_tendsto hR hk hq⟩⟩
  have h := leading_moment_sign hR hk hq
  rw [h0, mul_zero] at h
  exact lt_irrefl _ h
```

`Function.Injective R` says that the distances are distinct. The theorem combines existence and uniqueness, the exact potential and the nonzero limit c = M_N.

```lean
/-- An explicit solution of the two moment equations of order one for distinct nonzero `a` and `b`;
for positive `a` and `b` it gives pure charges at these distances. -/
theorem two_charge_linear {a b : ℝ} (ha : a ≠ 0) (hb : b ≠ 0) (hab : a ≠ b) :
    IsPure ![a ^ 2 * b / (b - a), -(a * b ^ 2 / (b - a))] ![a, b] 1 := by
  have hd : b - a ≠ 0 := sub_ne_zero.mpr hab.symm
  refine Fin.forall_fin_two.mpr ⟨?_, ?_⟩
  · rw [innerMoment, Fin.sum_univ_two]
    change a ^ 2 * b / (b - a) / a ^ 1 + -(a * b ^ 2 / (b - a)) / b ^ 1 = 0
    field_simp
    ring
  · rw [innerMoment, Fin.sum_univ_two]
    change a ^ 2 * b / (b - a) / a ^ 2 + -(a * b ^ 2 / (b - a)) / b ^ 2 = 1
    field_simp
    ring

end

end AxialMultipoleDesign
```

For charges at distinct distances a, b > 0,

M_0 = ab/(b−a) − ab/(b−a) = 0,  M_1 = b/(b−a) − a/(b−a) = 1.

Taking a = 1 and b = 2 gives charges 2 and −4 and, for |z| < 1,

Φ(z) = 2/(1−z) − 4/(2−z) = 2z/((1−z)(2−z)).

At z = 0.1 this is about 0.1170. The linear term is 0.1, and the leading error is M_2 z² = 1.5 × 0.01 = 0.015.

```lean
#print axioms AxialMultipoleDesign.axialPotential_expansion
#print axioms AxialMultipoleDesign.pure_multipole_design
#print axioms AxialMultipoleDesign.two_charge_linear
```

```
'AxialMultipoleDesign.axialPotential_expansion' depends on axioms: [propext, Classical.choice, Quot.sound]
'AxialMultipoleDesign.pure_multipole_design' depends on axioms: [propext, Classical.choice, Quot.sound]
'AxialMultipoleDesign.two_charge_linear' depends on axioms: [propext, Classical.choice, Quot.sound]
```
